# The energy-weighted sum rule for a Hermitian operator in a finite Gibbs state

A quantum system with finitely many energy levels $E_i$ sits in thermal equilibrium at inverse temperature $b$, and a weak probe couples to it through a Hermitian operator $A$. The probe causes transitions from level $i$ to level $j$, some taking up energy and some giving it back. With the Gibbs weights $p_i = e^{-bE_i}/\sum_j e^{-bE_j}$, I collect the line strength at transition energy $w$ as

$$S(w)=\sum_{i,j:\;E_j-E_i=w} p_i\,|A_{ji}|^2 .$$

I have learned that the energy-weighted total of these lines is an equilibrium average,

$$\sum_w w\,S(w)=\tfrac12\,\langle[A,[H,A]]\rangle ,\qquad H=\mathrm{diag}(E),$$

where $\langle X\rangle=\sum_i p_iX_{ii}$. Degenerate levels and coinciding gaps make me nervous about the bookkeeping, and I'm not sure where Hermiticity enters. Could someone give a full derivation, together with a rigorous proof that a machine has checked?

## From spectral lines to a double commutator

It pays to treat all moments at once and to let $A$ be any matrix at first. Define

$$M_k(A)=\sum_w w^k S(w),$$

where $w$ runs over the distinct values of $E_j-E_i$. Each ordered pair $(i,j)$ has exactly one transition energy, so it contributes to exactly one term of the sum, however many other pairs share that energy. Therefore

$$M_k(A)=\sum_{i,j}p_i\,(E_j-E_i)^k\,|A_{ji}|^2 .$$

Now let $C_0=A$ and $C_{k+1}=[H,C_k]$. Since $H$ is diagonal,

$$[H,X]_{ij}=E_iX_{ij}-X_{ij}E_j=(E_i-E_j)X_{ij},$$

and by induction $(C_k)_{ij}=(E_i-E_j)^kA_{ij}$. Inserting this into a thermal average gives

$$\langle A^\dagger C_k\rangle=\sum_{i,j}p_i\,\overline{A_{ji}}\,(E_j-E_i)^kA_{ji}=M_k(A).$$

In the opposite order the energy difference appears reversed:

$$\langle C_kA^\dagger\rangle=\sum_{i,j}p_i\,(E_i-E_j)^kA_{ij}\overline{A_{ij}}=(-1)^kM_k(A^\dagger),$$

because $|(A^\dagger)_{ji}|=|A_{ij}|$. For odd $k$, subtracting the two results yields

$$\langle[A^\dagger,C_k]\rangle=M_k(A)+M_k(A^\dagger).$$

This is where Hermiticity enters. If $A^\dagger=A$, the two moments on the right coincide, and $k=1$ gives $\langle[A,[H,A]]\rangle=2M_1(A)$, which is the claim.

Two cases show how the rule behaves. At $b=0$ all weights are equal, so for Hermitian $A$ the transitions $i\to j$ and $j\to i$ have equal strength and opposite energy, and $M_1(A)=0$. For two levels $-D/2$ and $D/2$ with the flip operator $A=\begin{pmatrix}0&1\\1&0\end{pmatrix}$, the two transitions give

$$M_1(A)=D\,\frac{e^{bD/2}-e^{-bD/2}}{e^{bD/2}+e^{-bD/2}}=D\tanh\frac{bD}{2}.$$

The following Lean file contains the sum rule, the general moment identities and both special cases.

```lean
import Mathlib

open Matrix

namespace ThermalSumRule

noncomputable section

variable {n : Type*} [Fintype n] [DecidableEq n]

/-- The Hamiltonian with energy levels `E i`, written in its eigenbasis. -/
def hamiltonian (E : n → ℝ) : Matrix n n ℂ := Matrix.diagonal fun i => (E i : ℂ)

/-- The Gibbs weight of level `i` at inverse temperature `b`. -/
def gibbsWeight (b : ℝ) (E : n → ℝ) (i : n) : ℝ :=
  Real.exp (-b * E i) / ∑ j, Real.exp (-b * E j)

/-- The thermal average of an observable: its diagonal elements weighted with the Gibbs weights. -/
def thermalAverage (b : ℝ) (E : n → ℝ) (X : Matrix n n ℂ) : ℂ :=
  ∑ i, (gibbsWeight b E i : ℂ) * X i i

/-- The line strength `S(w)`: thermally weighted squared matrix elements of `A` over all
transitions `i → j` that absorb the energy `w`. -/
def lineStrength (b : ℝ) (E : n → ℝ) (A : Matrix n n ℂ) (w : ℝ) : ℝ :=
  ∑ i, ∑ j, if E j - E i = w then gibbsWeight b E i * ‖A j i‖ ^ 2 else 0

/-- The finite set of transition energies `E j - E i`. -/
def transitionEnergies (E : n → ℝ) : Finset ℝ :=
  Finset.univ.image fun q : n × n => E q.2 - E q.1

/-- The `k`-th moment of the spectrum: the sum of `w ^ k * S(w)` over all transition energies. -/
def spectralMoment (b : ℝ) (E : n → ℝ) (A : Matrix n n ℂ) (k : ℕ) : ℝ :=
  ∑ w ∈ transitionEnergies E, w ^ k * lineStrength b E A w

/-- The `k`-fold commutator `[H, [H, … [H, A]]]`. -/
def nestedCommutator (E : n → ℝ) (A : Matrix n n ℂ) : ℕ → Matrix n n ℂ
  | 0 => A
  | k + 1 => hamiltonian E * nestedCommutator E A k - nestedCommutator E A k * hamiltonian E

/-- The thermal average is the trace against `exp (-b H)` divided by the partition function. -/
theorem thermalAverage_eq_trace (b : ℝ) (E : n → ℝ) (X : Matrix n n ℂ) :
    thermalAverage b E X =
      (NormedSpace.exp (-(b : ℂ) • hamiltonian E) * X).trace /
        (NormedSpace.exp (-(b : ℂ) • hamiltonian E)).trace := by
  -- evaluation at one level is a continuous ring homomorphism, so it commutes with `exp`
  have hpi : ∀ (v : n → ℂ) (i : n), NormedSpace.exp v i = NormedSpace.exp (v i) := fun v i =>
    NormedSpace.map_exp (Pi.evalRingHom (fun _ : n => ℂ) i) (continuous_apply i) v
  -- the Boltzmann operator is diagonal
  have hexp : NormedSpace.exp (-(b : ℂ) • hamiltonian E) =
      Matrix.diagonal fun i => ((Real.exp (-b * E i) : ℝ) : ℂ) := by
    rw [hamiltonian, ← Matrix.diagonal_smul, Matrix.exp_diagonal]
    congr 1
    funext i
    rw [hpi, ← Complex.exp_eq_exp_ℂ]
    simp
  rw [hexp, Matrix.trace_diagonal]
  simp only [thermalAverage, gibbsWeight, Matrix.trace, Matrix.diag_apply, Matrix.diagonal_mul]
  rw [Finset.sum_div]
  refine Finset.sum_congr rfl fun i _ => ?_
  push_cast
  ring

omit [DecidableEq n] in
/-- A spectral moment is a double sum over initial and final levels. -/
theorem spectralMoment_eq_sum (b : ℝ) (E : n → ℝ) (A : Matrix n n ℂ) (k : ℕ) :
    spectralMoment b E A k =
      ∑ i, ∑ j, gibbsWeight b E i * (E j - E i) ^ k * ‖A j i‖ ^ 2 := by
  unfold spectralMoment lineStrength
  simp_rw [Finset.mul_sum]
  rw [Finset.sum_comm]
  refine Finset.sum_congr rfl fun i _ => ?_
  rw [Finset.sum_comm]
  refine Finset.sum_congr rfl fun j _ => ?_
  -- each pair of levels contributes at exactly one transition energy
  rw [Finset.sum_eq_single (E j - E i)]
  · rw [if_pos rfl]
    ring
  · intro w _ hw
    rw [if_neg (Ne.symm hw), mul_zero]
  · intro h
    exact absurd (Finset.mem_image.mpr ⟨(i, j), Finset.mem_univ _, rfl⟩) h

/-- Each commutator with `H` multiplies a matrix element by the difference of its two levels. -/
theorem nestedCommutator_apply (E : n → ℝ) (A : Matrix n n ℂ) (k : ℕ) (i j : n) :
    nestedCommutator E A k i j = ((E i : ℂ) - E j) ^ k * A i j := by
  induction k with
  | zero => simp [nestedCommutator]
  | succ k ih =>
    rw [nestedCommutator, Matrix.sub_apply, hamiltonian, Matrix.diagonal_mul,
      Matrix.mul_diagonal, ih]
    ring

/-- The `k`-th spectral moment of any operator `A` is the thermal average of `A†` times the
`k`-fold commutator of `H` with `A`. -/
theorem spectralMoment_eq_average (b : ℝ) (E : n → ℝ) (A : Matrix n n ℂ) (k : ℕ) :
    (spectralMoment b E A k : ℂ) = thermalAverage b E (Aᴴ * nestedCommutator E A k) := by
  rw [spectralMoment_eq_sum]
  unfold thermalAverage
  push_cast
  refine Finset.sum_congr rfl fun i _ => ?_
  rw [Matrix.mul_apply, Finset.mul_sum]
  refine Finset.sum_congr rfl fun j _ => ?_
  rw [nestedCommutator_apply, Matrix.conjTranspose_apply, Complex.star_def]
  linear_combination
    (-((gibbsWeight b E i : ℂ) * ((E j : ℂ) - E i) ^ k)) * Complex.conj_mul' (A j i)

/-- In the opposite operator order the average gives the moment of `A†`, with sign `(-1) ^ k`. -/
theorem average_reversed (b : ℝ) (E : n → ℝ) (A : Matrix n n ℂ) (k : ℕ) :
    thermalAverage b E (nestedCommutator E A k * Aᴴ) =
      (-1) ^ k * (spectralMoment b E Aᴴ k : ℂ) := by
  rw [spectralMoment_eq_sum]
  unfold thermalAverage
  push_cast
  rw [Finset.mul_sum]
  refine Finset.sum_congr rfl fun i _ => ?_
  rw [Matrix.mul_apply, Finset.mul_sum, Finset.mul_sum]
  refine Finset.sum_congr rfl fun j _ => ?_
  have h : ((E i : ℂ) - E j) ^ k = (-1) ^ k * ((E j : ℂ) - E i) ^ k := by
    rw [← mul_pow]
    congr 1
    ring
  rw [nestedCommutator_apply, Matrix.conjTranspose_apply, norm_star, Complex.star_def, h]
  linear_combination
    ((gibbsWeight b E i : ℂ) * (-1) ^ k * ((E j : ℂ) - E i) ^ k) * Complex.mul_conj' (A i j)

/-- Odd sum rules for any operator `A`: for odd `k`, the `k`-th moments of `A` and `A†` add up to
the thermal average of the commutator of `A†` with the `k`-fold commutator of `H` with `A`. -/
theorem odd_sum_rule (b : ℝ) (E : n → ℝ) (A : Matrix n n ℂ) {k : ℕ} (hk : Odd k) :
    (spectralMoment b E A k : ℂ) + spectralMoment b E Aᴴ k =
      thermalAverage b E (Aᴴ * nestedCommutator E A k - nestedCommutator E A k * Aᴴ) := by
  have hsub : ∀ X Y : Matrix n n ℂ,
      thermalAverage b E (X - Y) = thermalAverage b E X - thermalAverage b E Y := by
    intro X Y
    simp only [thermalAverage, Matrix.sub_apply, mul_sub, Finset.sum_sub_distrib]
  rw [hsub, ← spectralMoment_eq_average, average_reversed, hk.neg_one_pow]
  ring

/-- Energy-weighted sum rule: for Hermitian `A`, the sum of `w * S(w)` over all transition
energies is half the thermal average of the double commutator `[A, [H, A]]`. -/
theorem energy_weighted_sum_rule (b : ℝ) (E : n → ℝ) {A : Matrix n n ℂ} (hA : A.IsHermitian) :
    ((∑ w ∈ transitionEnergies E, w * lineStrength b E A w : ℝ) : ℂ) =
      1 / 2 * thermalAverage b E
        (A * (hamiltonian E * A - A * hamiltonian E) -
          (hamiltonian E * A - A * hamiltonian E) * A) := by
  have h := odd_sum_rule b E A odd_one
  rw [hA.eq] at h
  simp only [spectralMoment, nestedCommutator, pow_one] at h
  linear_combination (1 / 2 : ℂ) * h

omit [DecidableEq n] in
/-- At infinite temperature (`b = 0`) the first spectral moment of a Hermitian `A` vanishes. -/
theorem first_moment_infinite_temperature (E : n → ℝ) {A : Matrix n n ℂ}
    (hA : A.IsHermitian) : spectralMoment 0 E A 1 = 0 := by
  have hnorm : ∀ i j, ‖A i j‖ = ‖A j i‖ := by
    intro i j
    rw [← hA.apply i j, norm_star]
  have hw : ∀ i j, gibbsWeight 0 E i = gibbsWeight 0 E j := by
    intro i j
    simp [gibbsWeight]
  -- exchanging initial and final levels reverses the sign
  have h : spectralMoment 0 E A 1 = -spectralMoment 0 E A 1 := by
    rw [spectralMoment_eq_sum]
    conv_lhs => rw [Finset.sum_comm]
    simp_rw [← Finset.sum_neg_distrib]
    refine Finset.sum_congr rfl fun i _ => Finset.sum_congr rfl fun j _ => ?_
    rw [hnorm i j, hw j i]
    ring
  linarith

/-- For two levels `-D/2` and `D/2` and the operator that flips between them, the first spectral
moment is `D * tanh (b * D / 2)`. -/
theorem two_level_first_moment (b D : ℝ) :
    spectralMoment b ![-(D / 2), D / 2] !![0, 1; 1, 0] 1 = D * Real.tanh (b * D / 2) := by
  have h0 : -b * -(D / 2) = b * D / 2 := by ring
  have h1 : -b * (D / 2) = -(b * D / 2) := by ring
  have hpos : Real.exp (b * D / 2) + Real.exp (-(b * D / 2)) ≠ 0 := by positivity
  rw [spectralMoment_eq_sum, Real.tanh_eq_sinh_div_cosh, Real.sinh_eq, Real.cosh_eq]
  simp only [gibbsWeight, Fin.sum_univ_two, Matrix.cons_val_zero, Matrix.cons_val_one,
    Matrix.of_apply, h0, h1, norm_zero, norm_one]
  field_simp
  ring

end

end ThermalSumRule
```

```lean
#print axioms ThermalSumRule.thermalAverage_eq_trace
-- 'ThermalSumRule.thermalAverage_eq_trace' depends on axioms: [propext, Classical.choice, Quot.sound]
#print axioms ThermalSumRule.energy_weighted_sum_rule
-- 'ThermalSumRule.energy_weighted_sum_rule' depends on axioms: [propext, Classical.choice, Quot.sound]
#print axioms ThermalSumRule.first_moment_infinite_temperature
-- 'ThermalSumRule.first_moment_infinite_temperature' depends on axioms: [propext, Classical.choice, Quot.sound]
#print axioms ThermalSumRule.two_level_first_moment
-- 'ThermalSumRule.two_level_first_moment' depends on axioms: [propext, Classical.choice, Quot.sound]
```

## What the Lean theorem says about the spectrum

The theorem you asked for is `energy_weighted_sum_rule`. It takes any real `b`, any real level function `E` on a finite index type `n`, and a complex matrix `A` with the hypothesis `A.IsHermitian`, meaning $A^\dagger=A$. Its left side is $\sum_w w\,S(w)$, and its right side is half the thermal average of $[A,[H,A]]$ with both commutators written out. The left side is a real number regarded as a complex one, so the equation also says that this average is real.

The definitions settle your worry about bookkeeping:

- `lineStrength b E A w` is $S(w)$. It adds up all ordered pairs with $E_j-E_i=w$, including the pairs $i=j$ at $w=0$. In `A j i` the column `i` is the initial level and the row `j` the final one, so positive `w` means absorption.
- `transitionEnergies E` is a finite set, so an energy shared by several transitions occurs in it once. No line is counted twice.
- `gibbsWeight` is $p_i$, and `thermalAverage` weights the diagonal elements with it. The theorem `thermalAverage_eq_trace` identifies this average with $\mathrm{tr}(e^{-bH}X)/\mathrm{tr}\,e^{-bH}$.
- `spectralMoment` is $M_k$, and `nestedCommutator` is $C_k$.

Levels may be degenerate: the index $i$ labels eigenstates, so a degenerate energy is listed once for each of its states. The matrix `hamiltonian E` is diagonal from the start, so `A` has to be given in the energy eigenbasis; diagonalising a general Hermitian Hamiltonian is a step that comes before the theorem. The formula for $S(w)$ is likewise a definition, and its link to a measured absorption rate through perturbation theory is not derived.

For a finite model that has been fully diagonalised, the rule gives a consistency check on a computed spectrum: its energy-weighted sum must agree with an equilibrium average. In a truncated basis, the commutators must be formed from the truncated matrices themselves. The f-sum rule for electrons goes further, since it evaluates the double commutator to a constant fixed by particle number and mass; that relies on a potential that commutes with position, which nonlocal pseudopotentials do not, and on the canonical commutator of position and momentum, which finite matrices cannot satisfy.

## How the Lean proof tracks the pairs of levels

`spectralMoment_eq_sum` turns the sum over energies into the double sum over levels. Two uses of `Finset.sum_comm` move the sum over $w$ inside the sums over $i$ and $j$. Then `Finset.sum_eq_single (E j - E i)` keeps the one energy that belongs to the pair. Its side goals are that every other energy contributes zero and that this energy does lie in the set.

`nestedCommutator_apply` is the induction for $(C_k)_{ij}$. In the induction step, the rules for multiplying by a diagonal matrix produce the factors $E_i$ and $E_j$, and `ring` collects them into one more power of the difference.

`spectralMoment_eq_average` proves $M_k(A)=\langle A^\dagger C_k\rangle$ by comparing the two double sums term by term. The closing `linear_combination` uses $\overline{z}z=|z|^2$ for $z=A_{ji}$. `average_reversed` does the same for the other order, after its local statement `h` has extracted the sign $(-1)^k$ from the reversed energy difference.

`odd_sum_rule` combines the two. It first shows that the thermal average respects subtraction, then inserts both identities and replaces $(-1)^k$ by $-1$ for odd $k$. This theorem holds for every matrix `A`, Hermitian or not. The main theorem takes it at $k=1$, uses `hA.eq` to replace $A^\dagger$ by $A$, and divides by two.

The trace formula is proved separately: the exponential of a diagonal matrix is computed entry by entry, after which both sides are the same weighted sum.

For `first_moment_infinite_temperature`, the weights are equal and $|A_{ij}|=|A_{ji}|$, so exchanging the names of the initial and final levels shows that the moment equals its own negative, and `linarith` concludes that it is zero. For `two_level_first_moment`, the double sum is written out over the two levels and $\tanh$ is expanded in exponentials. The denominator is nonzero because it is a sum of positive terms, so `field_simp` and `ring` can finish the algebra.
